# A unitary matrix has determinant one exactly when it is a group commutator of two unitaries

To apply a gate U to a target system only when two control qubits are both in the state |1⟩, one can use four gates with a single control each. In order of time these are W† controlled by the second qubit, V† by the first, W by the second and V by the first. If at most one control is on, whatever acts on the target cancels. If both are on, the target sees V W V† W†. The recipe needs unitaries V and W for which this product is U, and the determinant of U decides whether they exist. If det U = e^{iα} for an n-level target, one splits off the phase e^{iα/n}, builds the remaining gate of determinant one in this way, and supplies the phase separately on the control state |11⟩.

The claim is that, for a unitary n by n matrix U,

det U = 1 ⇔ U = V W V† W† for some unitary n by n matrices V and W.

## From the determinant to the two gates

One direction takes determinants:

det(V W V† W†) = |det V|² |det W|² = 1.

For the other direction, let U be unitary with det U = 1. The case n = 0 is trivial, so let n = m + 1 and number the basis states from 0 to m.

First, U is diagonalised by way of a Hermitian matrix. It has finitely many eigenvalues, so some phase c is not among them, and A = c1 − U is invertible. Since U†U = 1 and |c| = 1,

A†A = 2·1 − c*U − cU† = c*A + cA†.

Put B = A⁻¹ and G = cB. Multiplying by B† on the left and B on the right gives

1 = c*B† + cB = G† + G.

The matrix K = i(G − G†) is Hermitian, so K = P diag(e) P† with P unitary and e real. From G + G† = 1 it follows that

G = (1 − iK)/2 = P diag(g) P†, g_i = (1 − i e_i)/2,

where the i in front of e_i is the imaginary unit. Because AG = c1, the matrix A′ = P†AP satisfies A′ diag(g) = c1. Hence no g_i vanishes and A′ is diagonal. So is P†UP = c1 − A′, which we call D = diag(d). It is unitary, so |d_i| = 1.

Next, D is written as a commutator. Its phases multiply to det U = 1. Define

w_0 = 1, w_i = d_0 d_1 ⋯ d_{i−1}.

Then w_{i+1} = d_i w_i for i < m, and d_m w_m = 1 = w_0, so the relation holds around the whole cycle. Let S be the cyclic shift, with S_ij = 1 if j = i + 1 modulo n and 0 otherwise, and let T = diag(w). The entries of S T are

S_ij w_j = S_ij w_{i+1} = d_i w_i S_ij,

which says S T = D T S. Therefore

S T S† T† = D T S S† T† = D.

Finally, set V = P S P† and W = P T P†. The inner factors P†P cancel, and

V W V† W† = P (S T S† T†) P† = P D P† = U.

## Gates, commutator and shift in Lean

The basis states are labelled by a finite type `n`, which becomes `Fin n`, with `n` a number, in the main theorem.

```lean
import Mathlib

open Matrix

namespace GateCommutator

variable {n : Type*} [Fintype n] [DecidableEq n]
```

A gate is a member of `unitaryGroup n ℂ`, and `star` is the dagger. The dimension need not be a power of two. The group commutator below is a product, not the difference VW − WV that quantum mechanics usually calls the commutator.

```lean
/-- The group commutator `V W V† W†` of two gates. -/
def gateCommutator (V W : Matrix n n ℂ) : Matrix n n ℂ := V * W * star V * star W
```

The permutation `finRotate (m + 1)` sends i to i + 1 and m to 0. With the matrix convention used here, `shift m` takes the ket |i + 1⟩ to |i⟩, so it is the inverse of the shift that many texts write as X.

```lean
/-- The cyclic shift of the `m + 1` basis states. -/
def shift (m : ℕ) : Matrix (Fin (m + 1)) (Fin (m + 1)) ℂ :=
  Matrix.of fun i j => if finRotate (m + 1) i = j then 1 else 0
```

## Diagonalising a gate

The condition `star c * c = 1` says that c is a phase. If every phase were an eigenvalue, each real x in [−1, 1] would give a root x + i√(1 − x²) of the characteristic polynomial, which would then have infinitely many roots.

```lean
/-- For every square complex matrix there is a phase that is not one of its eigenvalues. -/
theorem exists_phase_not_eigenvalue (U : Matrix n n ℂ) :
    ∃ c : ℂ, star c * c = 1 ∧ (c • (1 : Matrix n n ℂ) - U).det ≠ 0 := by
  by_contra! h
  -- otherwise the whole unit circle consists of roots of the characteristic polynomial
  have hinf : Set.Infinite {z | U.charpoly.IsRoot z} := by
    apply Set.Infinite.of_image Complex.re
    refine (Set.Icc_infinite (show (-1 : ℝ) < 1 by norm_num)).mono ?_
    intro x hx
    have hs : 0 ≤ 1 - x * x := by nlinarith [hx.1, hx.2]
    have hq := Real.mul_self_sqrt hs
    refine ⟨⟨x, √(1 - x * x)⟩, ?_, rfl⟩
    change Polynomial.eval _ U.charpoly = 0
    rw [Matrix.eval_charpoly, Matrix.scalar_apply, ← Matrix.smul_one_eq_diagonal]
    apply h
    apply Complex.ext
    · simp only [Complex.mul_re, Complex.star_def, Complex.conj_re, Complex.conj_im,
        Complex.one_re]
      linear_combination hq
    · simp only [Complex.mul_im, Complex.star_def, Complex.conj_re, Complex.conj_im,
        Complex.one_im]
      ring
  exact U.charpoly_monic.ne_zero (Polynomial.eq_zero_of_infinite_isRoot _ hinf)
```

The next proof follows the derivation with the same letters. `h1` is the identity for A†A, `hsum` is G + G† = 1, and `hH` is the Hermiticity that lets Mathlib's spectral theorem supply `P` and `e`. `hAg` is A′ diag(g) = c1, from which `off` reads that the off-diagonal entries of A′ vanish. The phases are returned as `c - A' i i`.

```lean
/-- Every gate is diagonal in some orthonormal basis, with phases on the diagonal. -/
theorem gate_diagonalization {U : Matrix n n ℂ} (hU : U ∈ unitaryGroup n ℂ) :
    ∃ P ∈ unitaryGroup n ℂ, ∃ d : n → ℂ,
      (∀ i, d i * star (d i) = 1) ∧ U = P * diagonal d * star P := by
  obtain ⟨c, hc, hdet⟩ := exists_phase_not_eigenvalue U
  have hc' : c * star c = 1 := by rw [mul_comm, hc]
  have hc0 : c ≠ 0 := left_ne_zero_of_mul_eq_one hc'
  have hUU : star U * U = 1 := mem_unitaryGroup_iff'.1 hU
  obtain ⟨A, hA⟩ : ∃ A, A = c • (1 : Matrix n n ℂ) - U := ⟨_, rfl⟩
  rw [← hA] at hdet
  obtain ⟨B, hAB⟩ : ∃ B, A * B = 1 :=
    ⟨A⁻¹, Matrix.mul_nonsing_inv A (isUnit_iff_ne_zero.2 hdet)⟩
  have hBA : star B * star A = 1 := by rw [← star_mul, hAB, star_one]
  have h1 : star A * A = star c • A + c • star A := by
    rw [hA]
    simp only [star_sub, star_smul, star_one, Matrix.sub_mul, Matrix.mul_sub, Matrix.smul_mul,
      Matrix.mul_smul, Matrix.one_mul, Matrix.mul_one, hUU, smul_sub, smul_smul, hc, hc',
      one_smul]
    abel
  obtain ⟨G, hG⟩ : ∃ G, G = c • B := ⟨_, rfl⟩
  -- unitarity of U becomes G + G† = 1
  have hsum : G + star G = 1 := by
    calc G + star G = star c • (star B * (A * B)) + c • ((star B * star A) * B) := by
          rw [hAB, hBA, Matrix.mul_one, Matrix.one_mul, hG, star_smul, add_comm]
      _ = star B * (star c • A + c • star A) * B := by
          simp only [Matrix.mul_add, Matrix.add_mul, Matrix.mul_smul, Matrix.smul_mul,
            Matrix.mul_assoc]
      _ = (star B * star A) * (A * B) := by rw [← h1]; simp only [Matrix.mul_assoc]
      _ = 1 := by rw [hBA, hAB, Matrix.one_mul]
  -- the Cayley transform is Hermitian and has an orthonormal eigenbasis
  have hH : (Complex.I • (G - star G)).IsHermitian := by
    have hI : star Complex.I = -Complex.I := Complex.conj_I
    rw [Matrix.IsHermitian, ← Matrix.star_eq_conjTranspose, star_smul, star_sub, star_star, hI]
    module
  obtain ⟨P, hP, e, he⟩ : ∃ P ∈ unitaryGroup n ℂ, ∃ e : n → ℂ,
      Complex.I • (G - star G) = P * diagonal e * star P := by
    refine ⟨hH.eigenvectorUnitary, hH.eigenvectorUnitary.2,
      RCLike.ofReal ∘ hH.eigenvalues, ?_⟩
    have h := hH.spectral_theorem
    rw [Unitary.conjStarAlgAut_apply] at h
    exact h
  have hPP : P * star P = 1 := mem_unitaryGroup_iff.1 hP
  have hPP' : star P * P = 1 := mem_unitaryGroup_iff'.1 hP
  obtain ⟨g, hg⟩ : ∃ g : n → ℂ,
      diagonal g = (2⁻¹ : ℂ) • (1 - Complex.I • diagonal e) := by
    refine ⟨fun i => 2⁻¹ * (1 - Complex.I * e i), ?_⟩
    ext i j
    by_cases h : i = j
    · subst h; simp
    · simp [h]
  have hG2 : (2⁻¹ : ℂ) • (1 - Complex.I • (Complex.I • (G - star G))) = G := by
    rw [smul_smul, Complex.I_mul_I, ← hsum]
    module
  have hGP : P * diagonal g = G * P := by
    rw [← hG2, he, hg]
    simp only [Matrix.smul_mul, Matrix.mul_smul, Matrix.sub_mul, Matrix.mul_sub,
      Matrix.one_mul, Matrix.mul_one, Matrix.mul_assoc, hPP']
  obtain ⟨A', hA'⟩ : ∃ A', A' = star P * A * P := ⟨_, rfl⟩
  have hAg : A' * diagonal g = c • (1 : Matrix n n ℂ) := by
    calc A' * diagonal g = star P * (A * (P * diagonal g)) := by
          rw [hA']; simp only [Matrix.mul_assoc]
      _ = star P * ((A * G) * P) := by rw [hGP, Matrix.mul_assoc A G P]
      _ = c • (1 : Matrix n n ℂ) := by
          rw [hG, Matrix.mul_smul, hAB, Matrix.smul_mul, Matrix.one_mul, Matrix.mul_smul, hPP']
  have off : ∀ i j, i ≠ j → A' i j = 0 := by
    intro i j h
    have hij := congrFun (congrFun hAg i) j
    have hjj := congrFun (congrFun hAg j) j
    rw [Matrix.mul_diagonal, Matrix.smul_apply, Matrix.one_apply_ne h, smul_zero] at hij
    rw [Matrix.mul_diagonal, Matrix.smul_apply, Matrix.one_apply_eq, smul_eq_mul,
      mul_one] at hjj
    refine (mul_eq_zero.1 hij).resolve_right fun h0 => hc0 ?_
    rw [← hjj, h0, mul_zero]
  have hUP : star P * U * P = c • (1 : Matrix n n ℂ) - A' := by
    rw [hA', hA]
    simp only [Matrix.mul_sub, Matrix.sub_mul, Matrix.mul_smul, Matrix.smul_mul,
      Matrix.mul_one, hPP']
    abel
  have hD : star P * U * P = diagonal (fun i => c - A' i i) := by
    rw [hUP]
    ext i j
    by_cases h : i = j
    · subst h; simp
    · simp [h, off i j h]
  refine ⟨P, hP, fun i => c - A' i i, fun i => ?_, ?_⟩
  · have hPs : star P ∈ unitaryGroup n ℂ := by
      rw [mem_unitaryGroup_iff, star_star, hPP']
    have hm := mul_mem (mul_mem hPs hU) hP
    rw [hD, mem_unitaryGroup_iff, Matrix.star_eq_conjTranspose, diagonal_conjTranspose,
      diagonal_mul_diagonal] at hm
    have hi := congrFun (congrFun hm i) i
    rw [diagonal_apply_eq, Matrix.one_apply_eq] at hi
    exact hi
  · rw [← hD]
    calc U = (P * star P) * U * (P * star P) := by rw [hPP, Matrix.one_mul, Matrix.mul_one]
      _ = P * (star P * U * P) * star P := by simp only [Matrix.mul_assoc]
```

## Phases around a cycle

To form partial products over natural numbers, the proof extends `d` periodically to a sequence `e`, unrelated to the eigenvalues above. Induction shows that each partial product is a phase. The case `i = Fin.last m` closes the cycle, and only there is `hprod` used.

```lean
/-- Phases `d i` with product one are the ratios of successive phases `w i` around a cycle. -/
theorem exists_cyclic_phases {m : ℕ} (d : Fin (m + 1) → ℂ)
    (hd : ∀ i, d i * star (d i) = 1) (hprod : ∏ i, d i = 1) :
    ∃ w : Fin (m + 1) → ℂ, (∀ i, w i * star (w i) = 1) ∧
      ∀ i, w (finRotate (m + 1) i) = d i * w i := by
  obtain ⟨e, he, he1⟩ : ∃ e : ℕ → ℂ, (∀ i : Fin (m + 1), e i = d i) ∧
      ∀ k, e k * star (e k) = 1 :=
    ⟨fun k => d ⟨k % (m + 1), Nat.mod_lt _ (Nat.succ_pos m)⟩,
      fun i => congrArg d (Fin.ext (Nat.mod_eq_of_lt i.2)), fun k => hd _⟩
  have hw : ∀ N : ℕ, (∏ k ∈ Finset.range N, e k) * star (∏ k ∈ Finset.range N, e k) = 1 := by
    intro N
    induction N with
    | zero => simp
    | succ N ih =>
      rw [Finset.prod_range_succ, star_mul]
      linear_combination ((∏ k ∈ Finset.range N, e k) *
        star (∏ k ∈ Finset.range N, e k)) * he1 N + ih
  refine ⟨fun i => ∏ k ∈ Finset.range (i : ℕ), e k, fun i => hw i, fun i => ?_⟩
  by_cases hi : i = Fin.last m
  · -- the cycle closes because the product of all phases is one
    subst hi
    have hall : ∏ k ∈ Finset.range (m + 1), e k = 1 :=
      (Fin.prod_univ_eq_prod_range e (m + 1)).symm.trans
        ((Finset.prod_congr rfl fun i _ => he i).trans hprod)
    have hl : e m = d (Fin.last m) := he (Fin.last m)
    rw [Finset.prod_range_succ] at hall
    simp only [finRotate_last, Fin.val_zero, Fin.val_last, Finset.range_zero,
      Finset.prod_empty]
    rw [← hl, mul_comm]
    exact hall.symm
  · have h := coe_finRotate_of_ne_last hi
    simp only [h, Finset.prod_range_succ, he]
    ring
```

Unitarity of the shift comes from the injectivity of the rotation: two different rows never have their 1 in the same column.

```lean
/-- The cyclic shift is a gate. -/
theorem shift_mem (m : ℕ) : shift m ∈ unitaryGroup (Fin (m + 1)) ℂ := by
  rw [mem_unitaryGroup_iff]
  ext i k
  rw [Matrix.mul_apply]
  simp only [shift, Matrix.of_apply, Matrix.star_apply, ite_mul, one_mul, zero_mul,
    Finset.sum_ite_eq, Finset.mem_univ, if_true]
  by_cases h : i = k
  · subst h; simp
  · have h' : finRotate (m + 1) k ≠ finRotate (m + 1) i :=
      fun e => h ((finRotate (m + 1)).injective e).symm
    rw [if_neg h', star_zero, Matrix.one_apply_ne h]
```

In the following proof `hcom` is the relation S T = D T S, checked entry by entry. The remaining lines cancel S S† and T T†.

```lean
/-- A diagonal gate whose phases multiply to one is the group commutator of the cyclic shift
and a diagonal gate. -/
theorem diagonal_eq_gateCommutator {m : ℕ} (d : Fin (m + 1) → ℂ)
    (hd : ∀ i, d i * star (d i) = 1) (hprod : ∏ i, d i = 1) :
    ∃ w : Fin (m + 1) → ℂ, diagonal w ∈ unitaryGroup (Fin (m + 1)) ℂ ∧
      diagonal d = gateCommutator (shift m) (diagonal w) := by
  obtain ⟨w, hw, hrot⟩ := exists_cyclic_phases d hd hprod
  have hst : star (diagonal w) = diagonal (star w) := by
    rw [Matrix.star_eq_conjTranspose, diagonal_conjTranspose]
  refine ⟨w, ?_, ?_⟩
  · have hf : (fun i => w i * (star w) i) = fun _ => (1 : ℂ) := funext hw
    rw [mem_unitaryGroup_iff, hst, diagonal_mul_diagonal, hf]
    exact diagonal_one
  · -- moving the shift past the diagonal gate relabels its phases
    have hcom : shift m * diagonal w = diagonal (fun i => d i * w i) * shift m := by
      ext i j
      rw [Matrix.mul_diagonal, Matrix.diagonal_mul, ← hrot i]
      simp only [shift, Matrix.of_apply]
      split_ifs with h
      · rw [h]; ring
      · ring
    rw [gateCommutator, hcom, Matrix.mul_assoc (diagonal _) (shift m),
      mem_unitaryGroup_iff.1 (shift_mem m), Matrix.mul_one, hst, diagonal_mul_diagonal]
    congr 1
    funext i
    change d i = d i * w i * star (w i)
    linear_combination (-d i) * hw i
```

## The determinant criterion

The theorem assumes through `hU` that U is unitary, and states the equivalence as an exact equality of matrices, global phase included. In the forward direction `hprod` turns the determinant into the product of the phases, and `hcancel` removes the inner factors P†P. The reverse direction multiplies determinants, using `hdet` for V and for W.

```lean
/-- A gate has determinant one if and only if it is the group commutator `V W V† W†`
of two gates. -/
theorem det_eq_one_iff_gateCommutator {n : ℕ} {U : Matrix (Fin n) (Fin n) ℂ}
    (hU : U ∈ unitaryGroup (Fin n) ℂ) :
    U.det = 1 ↔ ∃ V ∈ unitaryGroup (Fin n) ℂ, ∃ W ∈ unitaryGroup (Fin n) ℂ,
      U = gateCommutator V W := by
  have hdet : ∀ V ∈ unitaryGroup (Fin n) ℂ, V.det * (star V).det = 1 := by
    intro V hV
    rw [← Matrix.det_mul, mem_unitaryGroup_iff.1 hV, Matrix.det_one]
  constructor
  · intro h
    rcases n with _ | m
    · exact ⟨1, one_mem _, 1, one_mem _, by ext i j; exact i.elim0⟩
    obtain ⟨P, hP, d, hd, hUd⟩ := gate_diagonalization hU
    have hPP' : star P * P = 1 := mem_unitaryGroup_iff'.1 hP
    have hprod : ∏ i, d i = 1 := by
      rw [hUd, Matrix.det_mul, Matrix.det_mul, Matrix.det_diagonal] at h
      linear_combination h - (∏ i, d i) * hdet P hP
    obtain ⟨w, hw, hdw⟩ := diagonal_eq_gateCommutator d hd hprod
    have hPs : star P ∈ unitaryGroup (Fin (m + 1)) ℂ := by
      rw [mem_unitaryGroup_iff, star_star, hPP']
    -- rotate both gates back from the eigenbasis of U
    refine ⟨P * shift m * star P, mul_mem (mul_mem hP (shift_mem m)) hPs,
      P * diagonal w * star P, mul_mem (mul_mem hP hw) hPs, ?_⟩
    have hcancel : ∀ X, star P * (P * X) = X := by
      intro X
      rw [← Matrix.mul_assoc, hPP', Matrix.one_mul]
    rw [hUd, hdw]
    simp only [gateCommutator, star_mul, star_star, Matrix.mul_assoc, hcancel]
  · rintro ⟨V, hV, W, hW, rfl⟩
    rw [gateCommutator, Matrix.det_mul, Matrix.det_mul, Matrix.det_mul]
    linear_combination (W.det * (star W).det) * hdet V hV + hdet W hW

end GateCommutator
```

```lean
#print axioms GateCommutator.det_eq_one_iff_gateCommutator
-- 'GateCommutator.det_eq_one_iff_gateCommutator' depends on axioms: [propext, Classical.choice, Quot.sound]
```

For exact gates on a finite-dimensional system, the criterion settles which targets the four-gate construction can reach without an extra phase. Compiling the controlled V and W into the native operations of a device is a separate step. The theorem also gives no bound on how far V and W lie from the identity when U is close to it, which matters in approximation schemes built on commutators of small rotations.
